# Real RPA Frequencies of a Stable Problem Never Exceed the Largest Tamm–Dancoff Energy

Suppose a response code builds the matrices

$$A=\begin{pmatrix}4&0\\0&4\end{pmatrix},\qquad B=\begin{pmatrix}0&3\\-3&0\end{pmatrix}$$

and reports an excitation frequency of 5. The number is a correct solution of the equations it was given, and it looks like any other excitation energy. The fault lies in $B$, which should be symmetric and has a sign wrong. With the sign corrected, the problem is stable and its frequency is $\sqrt7$. The value 5 does not reveal the error by itself, but an upper bound on the frequencies makes it suspect at once, because the only eigenvalue of $A$ is 4.

## The bound and its derivation

Let $A$ and $B$ be real square matrices indexed by the single excitations of a finite basis. The random-phase approximation (RPA) looks for a frequency $w$, excitation amplitudes $X$ and de-excitation amplitudes $Y$, not both zero, with

$$AX+BY=wX,\qquad BX+AY=-wY.$$

The Tamm–Dancoff approximation (TDA) drops $B$ and $Y$, so its energies are the eigenvalues of $A$. The claim is that if $A+B$ and $A-B$ are symmetric and positive definite, and $\lambda$ is at least as large as every TDA energy, then every real solution has $|w|\le\lambda$. A problem with both combinations positive definite is called stable here. When $A$ and $B$ are the time-dependent Hartree–Fock matrices of a Hartree–Fock reference with real orbitals, the two combinations are proportional to the second derivatives of the energy under small real and imaginary orbital rotations, so the condition expresses the stability of the reference state against those rotations.

**What stability gives.** Since $A$ and $B$ are half the sum and half the difference of $A+B$ and $A-B$, both are symmetric. For any vector $v$,

$$v\cdot Av=\tfrac12\,v\cdot(A+B)v+\tfrac12\,v\cdot(A-B)v\ge 0 .$$

**What the TDA energies give.** The matrix $\lambda I-A$ is symmetric. If $(\lambda I-A)v=\varepsilon v$ with $v\neq0$, then $Av=(\lambda-\varepsilon)v$, so $\lambda-\varepsilon$ is a TDA energy. Hence $\lambda-\varepsilon\le\lambda$ and $\varepsilon\ge0$. A symmetric matrix with no negative eigenvalue is positive semidefinite, and therefore

$$0\le v\cdot Av\le\lambda\,v\cdot v\quad\text{for every }v.$$

**Eliminating the coupling.** Project the first RPA equation on $X$ and the second on $Y$:

$$X\cdot AX+X\cdot BY=w\,X\cdot X,\qquad Y\cdot BX+Y\cdot AY=-w\,Y\cdot Y.$$

Because $B$ is symmetric, $Y\cdot BX=X\cdot BY$. Subtracting the second equation from the first leaves

$$X\cdot AX-Y\cdot AY=wN,\qquad N=X\cdot X+Y\cdot Y>0.$$

**Bounding both sides.** The two-sided estimate for $v\cdot Av$, applied to $X$ and to $Y$, gives

$$wN\le X\cdot AX\le\lambda\,X\cdot X\le\lambda N,\qquad wN\ge -Y\cdot AY\ge-\lambda\,Y\cdot Y\ge-\lambda N.$$

The last step in each chain uses $\lambda\,Y\cdot Y\ge0$ and $\lambda\,X\cdot X\ge0$, which follow from the same estimate. Dividing by $N$ gives $|w|\le\lambda$.

**When the bound is reached.** Let $\lambda>0$ and $w=\lambda$. Then $\lambda N=X\cdot AX-Y\cdot AY\le\lambda\,X\cdot X$, so $\lambda\,Y\cdot Y\le0$ and $Y=0$. The RPA equations reduce to $AX=\lambda X$ and $BX=0$. Conversely, any nonzero $X$ with these two properties solves the RPA equations at frequency $\lambda$ with $Y=0$.

Linear-response TDDFT and Bethe–Salpeter calculations with real orbitals, a finite basis and a frequency-independent kernel solve equations of this form. Whenever their $A+B$ and $A-B$ are positive definite, the bound gives a check on the computed frequencies that needs only the top eigenvalue of $A$. It compares every frequency with that one energy and does not order the two spectra state by state. In a large basis the top eigenvalue usually lies far above the low excitations, so the check says little about them.

## The RPA problem in Lean

The type `n` labels the single excitations, and `Fintype n` makes their number finite.

```lean
import Mathlib

open Matrix

namespace TammDancoffUpperBound

variable {n : Type*} [Fintype n]
```

A solution is a statement about given data `A`, `B`, `w`, `X` and `Y`, all real. In the notation, `*ᵥ` is the product of a matrix with a vector, and `⬝ᵥ` is the dot product.

```lean
/-- A nonzero real solution of the RPA equations with frequency `w`, excitation
amplitudes `X` and de-excitation amplitudes `Y`. -/
structure IsRPASolution (A B : Matrix n n ℝ) (w : ℝ) (X Y : n → ℝ) : Prop where
  excitation : A *ᵥ X + B *ᵥ Y = w • X
  deexcitation : B *ᵥ X + A *ᵥ Y = -(w • Y)
  nonzero : X ≠ 0 ∨ Y ≠ 0
```

The first two fields are the RPA equations, with the minus sign of the de-excitation block on the right. The third excludes the trivial solution. No normalisation is imposed, and `w` may have either sign. Complex frequencies, which signal an instability, are not covered, and the existence of solutions is not part of the definition.

## The coupling drops out

The squared length of a vector is a sum of squares, which is needed later for the positivity of $N$.

```lean
/-- The squared length of a real amplitude vector is nonnegative. -/
lemma self_nonneg (v : n → ℝ) : 0 ≤ v ⬝ᵥ v :=
  Finset.sum_nonneg fun i _ => mul_self_nonneg (v i)
```

The balance equation requires only that `B` be symmetric.

```lean
/-- For symmetric `B` and an RPA solution, the frequency times the total squared amplitude is the
TDA energy form of the excitations minus that of the de-excitations; the coupling `B` drops out. -/
theorem frequency_balance {A B : Matrix n n ℝ} {w : ℝ} {X Y : n → ℝ}
    (hB : B.IsSymm) (h : IsRPASolution A B w X Y) :
    X ⬝ᵥ A *ᵥ X - Y ⬝ᵥ A *ᵥ Y = w * (X ⬝ᵥ X + Y ⬝ᵥ Y) := by
  -- project the two equations on X and on Y
  have h1 : X ⬝ᵥ (A *ᵥ X + B *ᵥ Y) = X ⬝ᵥ (w • X) := by rw [h.excitation]
  have h2 : Y ⬝ᵥ (B *ᵥ X + A *ᵥ Y) = Y ⬝ᵥ (-(w • Y)) := by rw [h.deexcitation]
  simp only [dotProduct_add, dotProduct_neg, dotProduct_smul, smul_eq_mul] at h1 h2
  -- the two coupling terms agree because B is symmetric
  have hs : Y ⬝ᵥ B *ᵥ X = X ⬝ᵥ B *ᵥ Y := by
    rw [Matrix.dotProduct_mulVec Y B X, ← Matrix.mulVec_transpose, hB.eq]
    exact dotProduct_comm _ _
  linarith
```

Here `h1` and `h2` are the two projected equations, and `simp only` expands the dot products. The equality `hs` is $Y\cdot BX=X\cdot BY$, obtained by moving `B` to the other side of the dot product as its transpose. The final `linarith` performs the subtraction.

## From stability to a positive TDA matrix

In Mathlib, `PosDef` and `PosSemidef` include the Hermitian property, which for real matrices is symmetry. The symmetry of `A` and `B` is therefore a conclusion here.

```lean
/-- If `A + B` and `A - B` are positive definite, then `A` is positive semidefinite
and `B` is symmetric. -/
theorem tda_posSemidef_of_stable {A B : Matrix n n ℝ}
    (hp : (A + B).PosDef) (hm : (A - B).PosDef) : A.PosSemidef ∧ B.IsSymm := by
  have hs : ∀ i j, A j i = A i j ∧ B j i = B i j := by
    intro i j
    have h1 := hp.isHermitian.apply i j
    have h2 := hm.isHermitian.apply i j
    simp only [Matrix.add_apply, Matrix.sub_apply, star_trivial] at h1 h2
    constructor <;> linarith
  refine ⟨PosSemidef.of_dotProduct_mulVec_nonneg
    (Matrix.IsHermitian.ext fun i j => ?_) fun v => ?_,
    Matrix.IsSymm.ext fun i j => (hs i j).2⟩
  · simpa using (hs i j).1
  · -- A is the average of A + B and A - B
    have h1 := hp.posSemidef.dotProduct_mulVec_nonneg v
    have h2 := hm.posSemidef.dotProduct_mulVec_nonneg v
    simp only [Matrix.add_mulVec, Matrix.sub_mulVec, dotProduct_add, dotProduct_sub] at h1 h2
    linarith
```

The first block compares entries $(i,j)$ and $(j,i)$ of the sum and the difference and solves for those of `A` and `B`. The last block is the averaging argument for $v\cdot Av$.

## The frequency bound

The upper estimate $v\cdot Av\le\lambda\,v\cdot v$ restates that $\lambda I-A$ is positive semidefinite, with `lam` standing for $\lambda$.

```lean
variable [DecidableEq n]

/-- If `lam I - A` is positive semidefinite, the TDA energy form of `v` is at most
`lam` times the squared length of `v`. -/
lemma tda_form_le {A : Matrix n n ℝ} {lam : ℝ}
    (hlam : (lam • (1 : Matrix n n ℝ) - A).PosSemidef) (v : n → ℝ) :
    v ⬝ᵥ A *ᵥ v ≤ lam * (v ⬝ᵥ v) := by
  have h := hlam.dotProduct_mulVec_nonneg v
  simp only [star_trivial, Matrix.sub_mulVec, Matrix.smul_mulVec, Matrix.one_mulVec,
    dotProduct_sub, dotProduct_smul, smul_eq_mul] at h
  linarith
```

The central theorem assumes less than stability: `A` is positive semidefinite, `B` is symmetric, and `lam` bounds `A` from above.

```lean
/-- For positive semidefinite `A` and symmetric `B`, an upper bound `lam` on `A`
bounds the magnitude of every real RPA frequency. -/
theorem abs_frequency_le {A B : Matrix n n ℝ} {w lam : ℝ} {X Y : n → ℝ}
    (hA : A.PosSemidef) (hB : B.IsSymm)
    (hlam : (lam • (1 : Matrix n n ℝ) - A).PosSemidef)
    (h : IsRPASolution A B w X Y) : |w| ≤ lam := by
  have hbal := frequency_balance hB h
  have hX := hA.dotProduct_mulVec_nonneg X
  have hY := hA.dotProduct_mulVec_nonneg Y
  simp only [star_trivial] at hX hY
  have hX' := tda_form_le hlam X
  have hY' := tda_form_le hlam Y
  have nX := self_nonneg X
  have nY := self_nonneg Y
  -- the total squared amplitude is strictly positive
  have hN : 0 < X ⬝ᵥ X + Y ⬝ᵥ Y := by
    rcases h.nonzero with h0 | h0
    · have := lt_of_le_of_ne nX (fun e => h0 (dotProduct_self_eq_zero.mp e.symm))
      linarith
    · have := lt_of_le_of_ne nY (fun e => h0 (dotProduct_self_eq_zero.mp e.symm))
      linarith
  rw [abs_le]
  constructor
  · refine le_of_mul_le_mul_right ?_ hN
    linarith
  · refine le_of_mul_le_mul_right ?_ hN
    linarith
```

The hypotheses `hX`, `hY`, `hX'` and `hY'` are the lower and upper estimates for the two amplitude vectors. The block for `hN` shows $N>0$ by treating $X\neq0$ and $Y\neq0$ separately. After `abs_le` splits $|w|\le\lambda$ into two inequalities, each is multiplied by $N$ and closed by `linarith`, which assembles the chains given above.

The next theorem puts the bound in terms of stability and TDA energies. Its hypothesis `hmax` says that whenever `A *ᵥ v = mu • v` with `v` nonzero, `mu` is at most `lam`. Choosing `lam` as the largest eigenvalue of `A` gives the result named in the title.

```lean
/-- When `A + B` and `A - B` are positive definite, no real RPA frequency exceeds in
magnitude an upper bound `lam` on all TDA energies, the eigenvalues of `A`. -/
theorem abs_frequency_le_of_tda_energies {A B : Matrix n n ℝ} {w lam : ℝ} {X Y : n → ℝ}
    (hp : (A + B).PosDef) (hm : (A - B).PosDef)
    (hmax : ∀ (mu : ℝ) (v : n → ℝ), v ≠ 0 → A *ᵥ v = mu • v → mu ≤ lam)
    (h : IsRPASolution A B w X Y) : |w| ≤ lam := by
  obtain ⟨hA, hB⟩ := tda_posSemidef_of_stable hp hm
  have hL : (lam • (1 : Matrix n n ℝ) - A).IsHermitian := by
    refine Matrix.IsHermitian.ext fun i j => ?_
    have h1 := hA.isHermitian.apply i j
    simp only [star_trivial] at h1
    simp [Matrix.one_apply, h1, eq_comm]
  refine abs_frequency_le hA hB (hL.posSemidef_iff_eigenvalues_nonneg.mpr fun i => ?_) h
  show (0 : ℝ) ≤ hL.eigenvalues i
  -- an eigenvector of lam I - A is also an eigenvector of A
  have he := hL.mulVec_eigenvectorBasis i
  simp only [Matrix.sub_mulVec, Matrix.smul_mulVec, Matrix.one_mulVec] at he
  have hv : (hL.eigenvectorBasis i).ofLp ≠ 0 := fun h0 =>
    hL.eigenvectorBasis.orthonormal.ne_zero i (PiLp.ext fun j => congrFun h0 j)
  have hle := hmax (lam - hL.eigenvalues i) _ hv (by rw [sub_smul, ← he]; abel)
  linarith
```

The proof obtains the properties of `A` and `B` from stability and checks that $\lambda I-A$ is symmetric. The spectral theorem then reduces positive semidefiniteness to the sign of each eigenvalue. The equation `he` is $(\lambda I-A)v=\varepsilon v$ for a basis eigenvector. It is rearranged into an eigenvalue equation for `A`, to which `hmax` applies.

## Frequencies that reach the bound

The equality case is an equivalence. It describes a mode at the top of the TDA spectrum that the coupling leaves untouched.

```lean
/-- For positive semidefinite `A`, symmetric `B` and `lam > 0` bounding `A` from above, `X` and `Y`
form an RPA solution of frequency `lam` if and only if `Y` vanishes and `X` is a nonzero eigenvector
of `A` with energy `lam` that `B` annihilates. -/
theorem frequency_eq_bound_iff {A B : Matrix n n ℝ} {lam : ℝ} {X Y : n → ℝ}
    (hA : A.PosSemidef) (hB : B.IsSymm) (hpos : 0 < lam)
    (hlam : (lam • (1 : Matrix n n ℝ) - A).PosSemidef) :
    IsRPASolution A B lam X Y ↔ X ≠ 0 ∧ Y = 0 ∧ A *ᵥ X = lam • X ∧ B *ᵥ X = 0 := by
  constructor
  · intro h
    have hbal := frequency_balance hB h
    have hY := hA.dotProduct_mulVec_nonneg Y
    simp only [star_trivial] at hY
    have hX' := tda_form_le hlam X
    -- the balance leaves no room for de-excitation amplitudes
    have hle : lam * (Y ⬝ᵥ Y) ≤ 0 := by linarith
    have hY0 : Y = 0 := dotProduct_self_eq_zero.mp
      (le_antisymm (by nlinarith) (self_nonneg Y))
    subst hY0
    have h1 := h.excitation
    have h2 := h.deexcitation
    simp only [Matrix.mulVec_zero, add_zero, smul_zero, neg_zero] at h1 h2
    exact ⟨h.nonzero.resolve_right (fun h0 => h0 rfl), rfl, h1, h2⟩
  · rintro ⟨hX, rfl, h1, h2⟩
    exact ⟨by simp [h1], by simp [h2], Or.inl hX⟩
```

In the forward direction, `hle` is $\lambda\,Y\cdot Y\le0$, and positivity of `lam` turns this into $Y=0$. Substituting that into the two RPA equations yields the remaining conditions. The reverse direction inserts them back. The assumption `0 < lam` matters: if $A=B=0$ and $\lambda=0$, any nonzero pair of amplitudes is a solution at frequency zero, including pairs with $Y\ne0$.

## A coupled example with two excitations

The last theorem exhibits matrices that satisfy the stability conditions and a solution with genuine coupling between excitation and de-excitation.

```lean
/-- A coupled model of two single excitations with `A + B` and `A - B` positive definite and `5 I -
A` positive semidefinite has an RPA solution of frequency 3 with both `X` and `Y` nonzero. -/
theorem two_level_witness :
    (!![4, 1; 1, 4] + !![2, 2; 2, 2] : Matrix (Fin 2) (Fin 2) ℝ).PosDef ∧
    (!![4, 1; 1, 4] - !![2, 2; 2, 2] : Matrix (Fin 2) (Fin 2) ℝ).PosDef ∧
    ((5 : ℝ) • (1 : Matrix (Fin 2) (Fin 2) ℝ) - !![4, 1; 1, 4]).PosSemidef ∧
    IsRPASolution !![4, 1; 1, 4] !![2, 2; 2, 2] 3 ![2, 2] ![-1, -1] := by
  have hsq : ∀ x : Fin 2 → ℝ, x ≠ 0 → 0 < x 0 ^ 2 + x 1 ^ 2 := by
    intro x hx
    by_contra hn
    apply hx
    ext i
    fin_cases i
    · show x 0 = 0
      nlinarith [sq_nonneg (x 0), sq_nonneg (x 1)]
    · show x 1 = 0
      nlinarith [sq_nonneg (x 0), sq_nonneg (x 1)]
  refine ⟨posDef_iff_dotProduct_mulVec.mpr ⟨?_, fun x hx => ?_⟩,
    posDef_iff_dotProduct_mulVec.mpr ⟨?_, fun x hx => ?_⟩,
    PosSemidef.of_dotProduct_mulVec_nonneg ?_ fun x => ?_, ?_, ?_, ?_⟩
  · ext i j; fin_cases i <;> fin_cases j <;> simp
  · have h := hsq x hx
    simp [Matrix.mulVec, dotProduct, Fin.sum_univ_succ]
    nlinarith [sq_nonneg (x 0 + x 1)]
  · ext i j; fin_cases i <;> fin_cases j <;> simp
  · have h := hsq x hx
    simp [Matrix.mulVec, dotProduct, Fin.sum_univ_succ]
    nlinarith [sq_nonneg (x 0 - x 1)]
  · ext i j; fin_cases i <;> fin_cases j <;> simp
  · simp [Matrix.mulVec, dotProduct, Fin.sum_univ_succ]
    nlinarith [sq_nonneg (x 0 - x 1)]
  · ext i; fin_cases i <;> simp <;> norm_num
  · ext i; fin_cases i <;> simp <;> norm_num
  · left
    intro h
    have := congrFun h 0
    norm_num at this

end TammDancoffUpperBound
```

The matrix $A$ has TDA energies 3 and 5. The solution given has frequency 3 and lies along $(1,1)$, the direction in which the TDA energy is 5, so the coupling lowers this mode by 2. The code uses the unnormalised amplitudes $X=(2,2)$ and $Y=(-1,-1)$. With the usual RPA normalisation $X\cdot X-Y\cdot Y=1$ they become $X=(2,2)/\sqrt6$ and $Y=(-1,-1)/\sqrt6$.

The three definiteness claims come from writing the quadratic forms of $A+B$, $A-B$ and $5I-A$ as

$$3(x_0^2+x_1^2)+3(x_0+x_1)^2,\quad (x_0^2+x_1^2)+(x_0-x_1)^2,\quad (x_0-x_1)^2.$$

For the first two, the helper `hsq` supplies $x_0^2+x_1^2>0$ for a nonzero vector, and `nlinarith` combines it with the remaining square. The third form is itself a square, so it is nonnegative. The RPA equations are checked component by component.

```lean
#print axioms TammDancoffUpperBound.abs_frequency_le_of_tda_energies
#print axioms TammDancoffUpperBound.frequency_eq_bound_iff
```

```
'TammDancoffUpperBound.abs_frequency_le_of_tda_energies' depends on axioms: [propext, Classical.choice, Quot.sound]
'TammDancoffUpperBound.frequency_eq_bound_iff' depends on axioms: [propext, Classical.choice, Quot.sound]
```
